# Symmetric solutions of the ring-CCD equation are negative semidefinite when A is positive definite and B is positive semidefinite

## The amplitude equation and its matrices

Let n be a finite set of particle-hole excitations i → a. The real matrices A, B and T have rows and columns labelled by n. A describes excitations and their mutual coupling, B couples excitations to de-excitations, and T holds the ring-CCD (ring coupled-cluster doubles) amplitudes.

In direct RPA with real spin orbitals, B is the matrix K of Coulomb integrals (ia|jb), and A is K plus the diagonal matrix of orbital energy gaps. K is positive semidefinite because x·Kx is the Coulomb self-energy of a real transition density, up to a positive factor. If all gaps are positive, A is positive definite. The sign results below take these two properties as hypotheses, and one of them strengthens the second to positive definiteness of B. The difference A − B is not required to be diagonal.

```lean
import Mathlib

open Matrix

namespace RingCCDRiccati

noncomputable section

variable {n : Type*} [Fintype n] [DecidableEq n]
```

The amplitude equation is a matrix Riccati equation:

B + AT + TA + TBT = 0.

Its left-hand side is called `residual`, so the hypothesis `residual A B T = 0` says that T solves the equation.

```lean
/-- The residual `B + AT + TA + TBT` of the ring-CCD amplitude equation. -/
def residual (A B T : Matrix n n ℝ) : Matrix n n ℝ :=
  B + A * T + T * A + T * B * T
```

The correlation energy is

E = ½ tr(BT),

with the prefactor that belongs to direct RPA in spin orbitals.

```lean
/-- The ring-CCD correlation energy `tr(BT)/2` in the direct-RPA convention. -/
def correlationEnergy (B T : Matrix n n ℝ) : ℝ := (1 / 2) * (B * T).trace
```

In Lean, `A.PosDef` and `B.PosSemidef` include the symmetry of the real matrices A and B. The symmetry of T is a separate hypothesis, `T.IsSymm`. The existence of a solution is not asserted, and no condition selects the physical solution among several: the results hold for every symmetric one.

## Projection on an eigenvector of T

Let Tv = μv. Since T is symmetric, it can also act to the left, so v·Tw = μ v·w for every vector w. The four terms of the equation, taken between v and v, become

v·Bv,
v·ATv = μ v·Av,
v·TAv = μ v·Av,
v·TBTv = μ² v·Bv.

Their sum vanishes:

(1 + μ²) v·Bv + 2μ v·Av = 0.

The vector v need not be normalised. In the proof, `hl` is the action of T to the left, `h0` is the projected equation, and `simp only` evaluates its four terms. The signs of A and B have not been used yet.

```lean
omit [DecidableEq n] in
/-- If `T` is a symmetric solution of the amplitude equation and `Tv = μv`, then the quadratic forms
of `A` and `B` at `v` satisfy `(1 + μ²) v·Bv + 2μ v·Av = 0`. -/
theorem eigenmode_balance {A B T : Matrix n n ℝ} (hT : T.IsSymm)
    (h : residual A B T = 0) {v : n → ℝ} {μ : ℝ} (hv : T *ᵥ v = μ • v) :
    (1 + μ ^ 2) * (v ⬝ᵥ B *ᵥ v) + 2 * μ * (v ⬝ᵥ A *ᵥ v) = 0 := by
  -- the symmetric matrix T may act to the left on v
  have hl : ∀ w : n → ℝ, v ⬝ᵥ T *ᵥ w = μ * (v ⬝ᵥ w) := by
    intro w
    rw [Matrix.dotProduct_mulVec, ← Matrix.mulVec_transpose, hT.eq, hv, smul_dotProduct,
      smul_eq_mul]
  have h0 : v ⬝ᵥ (residual A B T) *ᵥ v = 0 := by
    rw [h, Matrix.zero_mulVec, dotProduct_zero]
  simp only [residual, Matrix.add_mulVec, ← Matrix.mulVec_mulVec, dotProduct_add, hv,
    Matrix.mulVec_smul, hl, dotProduct_smul, smul_eq_mul] at h0
  linear_combination h0
```

Now let v ≠ 0, A be positive definite and B positive semidefinite. Then v·Av > 0 and v·Bv ≥ 0. If μ were positive, the second term of the balance would be positive and the first nonnegative, so their sum could not vanish. Hence μ ≤ 0. The Lean proof makes the same argument by contradiction, with `h1` and `h2` as the signs of the two terms.

```lean
omit [DecidableEq n] in
/-- For positive definite `A` and positive semidefinite `B`, every eigenvalue of a symmetric
solution `T` of the ring-CCD equation is nonpositive. -/
theorem eigenvalue_nonpos {A B T : Matrix n n ℝ} (hA : A.PosDef) (hB : B.PosSemidef)
    (hT : T.IsSymm) (h : residual A B T = 0) {v : n → ℝ} {μ : ℝ} (hv0 : v ≠ 0)
    (hv : T *ᵥ v = μ • v) : μ ≤ 0 := by
  have hb := eigenmode_balance hT h hv
  have ha : 0 < v ⬝ᵥ A *ᵥ v := by
    simpa only [star_trivial] using hA.dotProduct_mulVec_pos hv0
  have hb0 : 0 ≤ v ⬝ᵥ B *ᵥ v := by
    simpa only [star_trivial] using hB.dotProduct_mulVec_nonneg v
  by_contra hμ
  have h1 : 0 < μ * (v ⬝ᵥ A *ᵥ v) := mul_pos (not_le.mp hμ) ha
  have h2 : 0 ≤ (1 + μ ^ 2) * (v ⬝ᵥ B *ᵥ v) := mul_nonneg (by positivity) hb0
  linarith
```

## From eigenvalues to the whole matrix

A real symmetric T has an orthonormal eigenbasis uⱼ with Tuⱼ = dⱼuⱼ. Let W be the matrix whose rows are the uⱼ, so that `W j` is uⱼ. Orthonormality reads WWᵀ = 1, and completeness reads WᵀW = 1. The next theorem puts Mathlib's spectral theorem into this form.

```lean
/-- A real symmetric matrix has an orthonormal eigenbasis, stored here as the rows of `W`. -/
theorem exists_eigenbasis {T : Matrix n n ℝ} (hT : T.IsSymm) :
    ∃ (W : Matrix n n ℝ) (d : n → ℝ), Wᵀ * W = 1 ∧ W * Wᵀ = 1 ∧
      ∀ j, T *ᵥ W j = d j • W j := by
  have hH : T.IsHermitian := by
    rw [Matrix.IsHermitian, Matrix.conjTranspose_eq_transpose_of_trivial]
    exact hT
  let W : Matrix n n ℝ := fun j i => hH.eigenvectorBasis j i
  have hW : W * Wᵀ = 1 := by
    ext j k
    have ho := orthonormal_iff_ite.mp hH.eigenvectorBasis.orthonormal j k
    simp only [PiLp.inner_apply, RCLike.inner_apply, conj_trivial] at ho
    rw [Matrix.one_apply, ← ho, Matrix.mul_apply]
    exact Finset.sum_congr rfl fun i _ => mul_comm _ _
  exact ⟨W, hH.eigenvalues, mul_eq_one_comm.mp hW, hW, fun j => hH.mulVec_eigenvectorBasis j⟩
```

Placing the eigenvectors in the columns of Wᵀ gives TWᵀ = Wᵀ diag(d), and multiplication by W from the right gives

T = Wᵀ diag(d) W.

For any vector x it follows that

x·Tx = Σⱼ dⱼ (uⱼ·x)².

Each uⱼ is nonzero because uⱼ·uⱼ = 1, so the previous result gives dⱼ ≤ 0. Every term of the sum is then nonpositive, and x·Tx ≤ 0. Lean states this as `(-T).PosSemidef`. The steps `hTW`, `hTd` and `hq` are the three identities above.

```lean
/-- For positive definite `A` and positive semidefinite `B`, every symmetric solution `T` of the
ring-CCD Riccati equation is negative semidefinite. -/
theorem amplitudes_negSemidef {A B T : Matrix n n ℝ} (hA : A.PosDef) (hB : B.PosSemidef)
    (hT : T.IsSymm) (h : residual A B T = 0) : (-T).PosSemidef := by
  obtain ⟨W, d, hW, hW', hd⟩ := exists_eigenbasis hT
  have hH : T.IsHermitian := by
    rw [Matrix.IsHermitian, Matrix.conjTranspose_eq_transpose_of_trivial]
    exact hT
  have hd0 : ∀ j, d j ≤ 0 := by
    intro j
    refine eigenvalue_nonpos hA hB hT h (v := W j) ?_ (hd j)
    intro hz
    have h1 : (W * Wᵀ) j j = W j ⬝ᵥ W j := rfl
    rw [hW', hz, Matrix.one_apply_eq, dotProduct_zero] at h1
    exact one_ne_zero h1
  refine Matrix.PosSemidef.of_dotProduct_mulVec_nonneg hH.neg fun x => ?_
  -- expand x in the eigenbasis: T x = Wᵀ (d * W x)
  have hTW : T * Wᵀ = Wᵀ * Matrix.diagonal d := by
    ext i j
    have h1 : (T * Wᵀ) i j = (T *ᵥ W j) i := rfl
    rw [h1, hd j, Matrix.mul_diagonal, Pi.smul_apply, smul_eq_mul, Matrix.transpose_apply,
      mul_comm]
  have hTd : T = Wᵀ * Matrix.diagonal d * W := by
    rw [← hTW, Matrix.mul_assoc, hW, Matrix.mul_one]
  have hq : x ⬝ᵥ T *ᵥ x = ∑ j, d j * (W *ᵥ x) j ^ 2 := by
    rw [hTd, ← Matrix.mulVec_mulVec, ← Matrix.mulVec_mulVec, Matrix.dotProduct_mulVec,
      Matrix.vecMul_transpose]
    simp only [dotProduct, Matrix.mulVec_diagonal]
    exact Finset.sum_congr rfl fun j _ => by ring
  rw [star_trivial, Matrix.neg_mulVec, dotProduct_neg, hq, neg_nonneg]
  exact Finset.sum_nonpos fun j _ => mul_nonpos_of_nonpos_of_nonneg (hd0 j) (sq_nonneg _)
```

If A and B are both positive definite, T is negative definite. The stronger hypothesis on B fails for direct RPA of a closed shell in restricted spin orbitals: a spin-up excitation minus its spin-down counterpart has zero transition density, so B has a null vector. The semidefinite result still applies there. For the proof, suppose that x ≠ 0 and x·Tx = 0. Every term dⱼ(uⱼ·x)² is nonpositive and their sum is zero, so each term vanishes, and with it each dⱼ(uⱼ·x). Therefore

Tx = Σⱼ dⱼ (uⱼ·x) uⱼ = 0.

The balance with μ = 0 now gives x·Bx = 0, which contradicts the positive definiteness of B. In Lean, `dotProduct_mulVec_zero_iff` supplies the step from a vanishing quadratic form to a null vector.

```lean
/-- If `A` and `B` are positive definite, every symmetric solution `T` of the ring-CCD equation is
negative definite. -/
theorem amplitudes_negDef {A B T : Matrix n n ℝ} (hA : A.PosDef) (hB : B.PosDef)
    (hT : T.IsSymm) (h : residual A B T = 0) : (-T).PosDef := by
  have hN := amplitudes_negSemidef hA hB.posSemidef hT h
  refine Matrix.posDef_iff_dotProduct_mulVec.mpr ⟨hN.isHermitian, ?_⟩
  intro x hx
  refine lt_of_le_of_ne (hN.dotProduct_mulVec_nonneg x) fun h0 => ?_
  -- a vanishing quadratic form would make x a null vector of T
  have h1 := (hN.dotProduct_mulVec_zero_iff x).mp h0.symm
  rw [Matrix.neg_mulVec, neg_eq_zero] at h1
  have h2 := eigenmode_balance hT h (v := x) (μ := 0) (by rw [h1, zero_smul])
  have h3 : 0 < x ⬝ᵥ B *ᵥ x := by
    simpa only [star_trivial] using hB.dotProduct_mulVec_pos hx
  linarith
```

## The sign of the correlation energy

In the eigenbasis of T the trace is

tr(BT) = Σⱼ uⱼ·BTuⱼ = Σⱼ dⱼ uⱼ·Buⱼ.

Since dⱼ ≤ 0 and uⱼ·Buⱼ ≥ 0, every term is nonpositive, and so E ≤ 0.

Suppose that E = 0. Then each product dⱼ uⱼ·Buⱼ is zero. Either uⱼ·Buⱼ = 0 directly, or dⱼ = 0, and then the balance with μ = 0 gives uⱼ·Buⱼ = 0 as well. For a positive semidefinite B this implies Buⱼ = 0, by the argument used above for −T. Since B annihilates every vector of a complete basis, BWᵀ = 0 and

B = BWᵀW = 0.

Conversely, B = 0 gives E = 0 at once. The theorem states both parts: E ≤ 0, and E = 0 exactly when B = 0. In the proof, `htr` is the trace formula, `hterm` the sign of each term, and `hnull` the statement Buⱼ = 0.

```lean
/-- For positive definite `A`, positive semidefinite `B` and a symmetric solution `T` of the
ring-CCD equation, the correlation energy `tr(BT)/2` is nonpositive, and it vanishes exactly when `B
= 0`. -/
theorem correlationEnergy_nonpos {A B T : Matrix n n ℝ} (hA : A.PosDef) (hB : B.PosSemidef)
    (hT : T.IsSymm) (h : residual A B T = 0) :
    correlationEnergy B T ≤ 0 ∧ (correlationEnergy B T = 0 ↔ B = 0) := by
  obtain ⟨W, d, hW, hW', hd⟩ := exists_eigenbasis hT
  have hne : ∀ j, W j ≠ 0 := by
    intro j hz
    have h1 : (W * Wᵀ) j j = W j ⬝ᵥ W j := rfl
    rw [hW', hz, Matrix.one_apply_eq, dotProduct_zero] at h1
    exact one_ne_zero h1
  -- the trace evaluated in the eigenbasis of T
  have htr : (B * T).trace = ∑ j, d j * (W j ⬝ᵥ B *ᵥ W j) := by
    have h1 : (B * T).trace = (W * (B * T * Wᵀ)).trace := by
      rw [← Matrix.trace_mul_comm (B * T * Wᵀ) W, Matrix.mul_assoc (B * T) Wᵀ W, hW,
        Matrix.mul_one]
    rw [h1]
    refine Finset.sum_congr rfl fun j _ => ?_
    have e : (W * (B * T * Wᵀ)).diag j = W j ⬝ᵥ (B * T) *ᵥ W j := rfl
    rw [e, ← Matrix.mulVec_mulVec, hd j, Matrix.mulVec_smul, dotProduct_smul, smul_eq_mul]
  have hb : ∀ j, 0 ≤ W j ⬝ᵥ B *ᵥ W j := fun j => by
    simpa only [star_trivial] using hB.dotProduct_mulVec_nonneg (W j)
  have hterm : ∀ j ∈ Finset.univ, d j * (W j ⬝ᵥ B *ᵥ W j) ≤ 0 := fun j _ =>
    mul_nonpos_of_nonpos_of_nonneg (eigenvalue_nonpos hA hB hT h (hne j) (hd j)) (hb j)
  unfold correlationEnergy
  refine ⟨by rw [htr]; linarith [Finset.sum_nonpos hterm], fun h0 => ?_, fun h0 => by simp [h0]⟩
  have hs : ∑ j, d j * (W j ⬝ᵥ B *ᵥ W j) = 0 := by rw [← htr]; linarith
  have hz := (Finset.sum_eq_zero_iff_of_nonpos hterm).mp hs
  -- each eigenvector of T is a null vector of B
  have hnull : ∀ j, B *ᵥ W j = 0 := by
    intro j
    apply (hB.dotProduct_mulVec_zero_iff (W j)).mp
    rw [star_trivial]
    rcases mul_eq_zero.mp (hz j (Finset.mem_univ j)) with h1 | h1
    · have h2 := eigenmode_balance hT h (hd j)
      rw [h1] at h2
      linarith
    · exact h1
  have hBW : B * Wᵀ = 0 := by
    ext i j
    exact congrFun (hnull j) i
  rw [← Matrix.mul_one B, ← hW, ← Matrix.mul_assoc, hBW, Matrix.zero_mul]
```

For direct RPA in a finite basis of real orbitals with positive gaps, a converged symmetric amplitude matrix therefore has, up to numerical error, no positive eigenvalue and no positive correlation energy. The argument does not carry over to ring CCD with antisymmetrised integrals. There the diagonal elements of B in spin orbitals are zero, so a nonzero B is not positive semidefinite.

## Two degenerate coupled excitations

Take two excitations, labelled 0 and 1, with equal gaps 1 and all Coulomb matrix elements equal to 2, in arbitrary energy units. Then A has diagonal elements 3 and off-diagonal elements 2.

```lean
/-- The matrix `A` of two degenerate coupled excitations. -/
def pairA : Matrix (Fin 2) (Fin 2) ℝ := !![3, 2; 2, 3]
```

All four elements of B are 2.

```lean
/-- The coupling matrix `B` of the two excitations. -/
def pairB : Matrix (Fin 2) (Fin 2) ℝ := !![2, 2; 2, 2]
```

The proposed amplitudes are all −1/4.

```lean
/-- An amplitude matrix for the two excitations. -/
def pairT : Matrix (Fin 2) (Fin 2) ℝ := !![-1/4, -1/4; -1/4, -1/4]
```

The quadratic forms show that A is positive definite and B positive semidefinite:

x·Ax = x₀² + x₁² + 2(x₀ + x₁)²,
x·Bx = 2(x₀ + x₁)².

To check the amplitude equation, let J be the 2 × 2 matrix of ones, for which J² = 2J. Then B = 2J, T = −J/4 and AJ = JA = 5J, so

AT = TA = −(5/4)J,
TBT = (1/16) · 2J³ = ½J,
B + AT + TA + TBT = (2 − 5/4 − 5/4 + 1/2)J = 0.

The Lean proof verifies the two quadratic forms as the identities `e` and checks the matrix equation element by element.

```lean
/-- `pairA` is positive definite, `pairB` is positive semidefinite, and `pairT` is a symmetric
solution of the ring-CCD equation for them. -/
theorem amplitudes_witness : pairA.PosDef ∧ pairB.PosSemidef ∧ pairT.IsSymm ∧
    residual pairA pairB pairT = 0 := by
  refine ⟨Matrix.posDef_iff_dotProduct_mulVec.mpr ⟨?_, ?_⟩,
    Matrix.PosSemidef.of_dotProduct_mulVec_nonneg ?_ ?_, ?_, ?_⟩
  · ext i j
    fin_cases i <;> fin_cases j <;> simp [pairA]
  · intro x hx
    have e : star x ⬝ᵥ pairA *ᵥ x = x 0 ^ 2 + x 1 ^ 2 + 2 * (x 0 + x 1) ^ 2 := by
      simp [pairA, Matrix.mulVec, dotProduct, Fin.sum_univ_succ]
      ring
    rw [e]
    by_contra hc
    have h0 : x 0 = 0 := by
      nlinarith [sq_nonneg (x 0), sq_nonneg (x 1), sq_nonneg (x 0 + x 1)]
    have h1 : x 1 = 0 := by
      nlinarith [sq_nonneg (x 0), sq_nonneg (x 1), sq_nonneg (x 0 + x 1)]
    exact hx (funext fun i => by fin_cases i <;> assumption)
  · ext i j
    fin_cases i <;> fin_cases j <;> simp [pairB]
  · intro x
    have e : star x ⬝ᵥ pairB *ᵥ x = 2 * (x 0 + x 1) ^ 2 := by
      simp [pairB, Matrix.mulVec, dotProduct, Fin.sum_univ_succ]
      ring
    rw [e]
    positivity
  · ext i j
    fin_cases i <;> fin_cases j <;> simp [pairT]
  · ext i j
    fin_cases i <;> fin_cases j <;>
      norm_num [residual, pairA, pairB, pairT, Matrix.mul_apply, Fin.sum_univ_succ]
```

The sign of the coupling matters. Replacing B by −B and T by −T, with A unchanged, reverses the sign of every term in the residual:

−B − AT − TA − TBT = −(B + AT + TA + TBT) = 0.

So −T solves the equation with coupling −B. It acts on the vector (1, 1), or (1, 1)/√2 when normalised, as

−T (1, 1) = ½ (1, 1).

The eigenvalue +1/2 is positive although A is still positive definite. The hypothesis that fails is the positive semidefiniteness of the coupling, since −B has the negative diagonal elements −2. For the same reason this is a mathematical counterexample and not a direct-RPA system. The conclusion μ ≤ 0 thus does not follow from the positive definiteness of A alone.

```lean
/-- With the sign of the coupling reversed, the same `A` admits a symmetric solution with the
positive eigenvalue `1/2`. -/
theorem positive_eigenvalue_of_reversed_coupling :
    (-pairT).IsSymm ∧ residual pairA (-pairB) (-pairT) = 0 ∧
      (-pairT) *ᵥ ![1, 1] = (1 / 2 : ℝ) • ![1, 1] := by
  obtain ⟨-, -, hs, hr⟩ := amplitudes_witness
  refine ⟨hs.neg, ?_, ?_⟩
  · have e : residual pairA (-pairB) (-pairT) = -residual pairA pairB pairT := by
      unfold residual
      noncomm_ring
    rw [e, hr, neg_zero]
  · ext i
    fin_cases i <;> norm_num [pairT, Matrix.mulVec, dotProduct, Fin.sum_univ_succ]

end

end RingCCDRiccati
```

```lean
#print axioms RingCCDRiccati.amplitudes_negSemidef
#print axioms RingCCDRiccati.amplitudes_negDef
#print axioms RingCCDRiccati.correlationEnergy_nonpos
#print axioms RingCCDRiccati.positive_eigenvalue_of_reversed_coupling
```

```
'RingCCDRiccati.amplitudes_negSemidef' depends on axioms: [propext, Classical.choice, Quot.sound]
'RingCCDRiccati.amplitudes_negDef' depends on axioms: [propext, Classical.choice, Quot.sound]
'RingCCDRiccati.correlationEnergy_nonpos' depends on axioms: [propext, Classical.choice, Quot.sound]
'RingCCDRiccati.positive_eigenvalue_of_reversed_coupling' depends on axioms: [propext, Classical.choice, Quot.sound]
```
